# The phases exp(2πikd/N) sum to zero over k = 0, …, N − 1 for integer d with 0 < |d| < N

The theorem `sum_phase` concerns the plane-wave factor exp(iqd) at a non-zero integer position d, sampled at the N wavenumbers q = 2πk/N with k = 0, …, N − 1. It states that these N complex numbers sum to zero whenever |d| < N. The proof writes each factor as ωᵏ, where ω is the factor at k = 1, and shows that ωᴺ = 1 while ω ≠ 1. The geometric-sum identity then says that the sum times ω − 1 is zero, so the sum itself must vanish.

The first attempt, which Lean rejects:

```lean
import Mathlib

open ComplexConjugate

namespace SumPhase

noncomputable section

/-- The plane-wave factor `exp(iqd)` at wavenumber `q` and integer position `d`. -/
def phase (q : ℝ) (d : ℤ) : ℂ := Complex.exp (((q * d : ℝ) : ℂ) * Complex.I)

/-- The `k`-th wavenumber `2πk/N` of a grid of `N ≥ 1` equally spaced measurements. -/
def sample (N k : ℕ) : ℝ := 2 * Real.pi * k / N

/-- A plane wave of non-zero integer frequency smaller than `N` in modulus sums to zero over
the `N` grid wavenumbers. -/
theorem sum_phase (N : ℕ) (d : ℤ) (hd : d ≠ 0) (hN : |d| < N) :
    ∑ k ∈ Finset.range N, phase (sample N k) d = 0 := by
  have hb := abs_lt.mp hN
  have hN0 : (N : ℂ) ≠ 0 := by
    have : N ≠ 0 := by omega
    exact_mod_cast this
  have hpow : ∀ k : ℕ, phase (sample N k) d = phase (sample N 1) d ^ k := by
    intro k
    unfold phase sample
    rw [← Complex.exp_nat_mul]
    congr 1
    push_cast
    ring
  have hone : phase (sample N 1) d ^ N = 1 := by
    rw [← hpow]
    unfold phase sample
    refine Complex.exp_eq_one_iff.mpr ⟨d, ?_⟩
    push_cast
    rw [mul_div_assoc, div_self hN0]
    ring
  have hne : phase (sample N 1) d ≠ 1 := by
    intro h
    unfold phase sample at h
    obtain ⟨m, hm⟩ := Complex.exp_eq_one_iff.mp h
    push_cast at hm
    have hi : (N : ℂ) * (N : ℂ)⁻¹ = 1 := mul_inv_cancel₀ hN0
    have hc : (d : ℂ) = m * N := by
      apply mul_right_cancel₀ Complex.two_pi_I_ne_zero
      linear_combination (N : ℂ) * hm - 2 * (Real.pi : ℂ) * Complex.I * d * hi
    have hz : d = m * N := by exact_mod_cast hc
    rcases lt_trichotomy m 0 with h1 | h1 | h1
    · nlinarith
    · exact hd (by rw [hz, h1, zero_mul])
    · nlinarith
  -- geometric sum over the roots of unity
  have hg := geom_sum_mul (phase (sample N 1) d) N
  rw [hone, sub_self] at hg
  simp only [hpow]
  exact (mul_eq_zero.mp hg).resolve_right (sub_ne_zero.mpr hne)

end

end SumPhase
```

Compiling this gives:

```
Main.lean:54:2: error: Tactic `simp` failed with a nested error:
maximum recursion depth has been reached
use `set_option maxRecDepth <num>` to increase limit
use `set_option diagnostics true` to get diagnostic information
```

The error says that `simp` reached its maximum recursion depth at `simp only [hpow]`. The hypothesis `hpow` holds for every `k` and rewrites `phase (sample N k) d` to `phase (sample N 1) d ^ k`. Its right-hand side contains `phase (sample N 1) d`, which is again an instance of the left-hand side, with `k` equal to 1. `simp` goes on simplifying the result of a rewrite, so it turns this base into `phase (sample N 1) d ^ 1`, whose base can be rewritten in the same way, and so on without end. The equation is true, but it loops as a simplification rule.

The repair applies `hpow k` just once to each summand. `Finset.sum_congr` takes `rfl` for the unchanged index set and `hpow k` for the equality of the terms, and so gives an equation between the two whole sums. `rw` rewrites the goal's sum with that equation and does not go back to the base of the power. The goal is then that the sum of powers is zero, which is what the unchanged last line proves from `hg` and `hne`.

The change, after which it compiles:

```diff
@@ -52,5 +52,5 @@
   have hg := geom_sum_mul (phase (sample N 1) d) N
   rw [hone, sub_self] at hg
-  simp only [hpow]
+  rw [Finset.sum_congr rfl fun k _ => hpow k]
   exact (mul_eq_zero.mp hg).resolve_right (sub_ne_zero.mpr hne)
 
```
